# A pair matrix antisymmetric in its row pair has rank at most r(r−1)/2

## Pair indices, antisymmetry and normalisation

Take \(r\) orthonormal spin orbitals labelled \(0,\dots,r-1\) (`Fin r`). A pair matrix \(D(ij,kl)\) is a complex \(r^2\times r^2\) matrix with row pair \((i,j)\) and column pair \((k,l)\) (`PairMatrix r`). The condition `BraAntisymmetric D`,
\[ D(ji,kl) = -D(ij,kl) \quad\text{for all } i,j,k,l, \]
stands for the sign change of a fermionic amplitude under exchange of two particles. `IncreasingPair r` is the set of pairs with \(i<j\), and \(M = r(r-1)/2\). The antisymmetrizer is \(A(ij,kl)=\delta_{ik}\delta_{jl}-\delta_{il}\delta_{jk}\); it is unnormalised, the projector being \(A/2\). For amplitudes \(\psi(i,j,a)\), with \(a\) a finite label for everything summed out, `twoRDM ψ` is
\[ D(ij,kl)=\sum_a \psi(i,j,a)\,\overline{\psi(k,l,a)} . \]
Its trace is 1 for normalised \(\psi\); the \(N\)-electron conventions multiply it by \(N(N-1)\) or \(N(N-1)/2\). A natural geminal is an eigenvector, \(Dg=ng\), with occupation \(n\).

## The rank bound and occupied geminals

If \(D\) is antisymmetric in the row pair, then \(\operatorname{rank}D\le M\) (`rank_le`). Every eigenvector with \(n\neq0\) satisfies \(g(ji)=-g(ij)\), and a linearly independent family of them has at most \(M\) members; these statements need no hermiticity, and \(n\) is complex. If \(D\) is also Hermitian, it is antisymmetric in the column pair and has at most \(M\) nonzero eigenvalues, counted with multiplicity. The matrix \(A\) has rank exactly \(M\). For \(r=0\) and \(r=1\) the bound is 0, and for \(r=2\) it is 1.

## Packed storage and diagonalisation

In a finite spin-orbital basis, a code that stores only the rows \(i<j\) of a two-particle density matrix relies on the factorisation below. Diagonalising the full Hermitian \(r^2\times r^2\) array leaves at least \(r^2-M=r(r+1)/2\) eigenvalues at zero, so more than \(M\) sizeable occupations point to broken antisymmetry or a wrong index order. The nonzero eigenvalues of the full Hermitian matrix are twice those of its block \(i<j,\ k<l\); this factor, like the normalisation values above, is not among the theorems in the file.

## Factorisation through increasing pairs

Orbital \(j\) has \(j\) partners below it, so there are \(\sum_{j=0}^{r-1} j = M\) increasing pairs. The central identity is
\[ D(ij,kl)=\sum_{p<q} A(ij,pq)\,D(pq,kl). \]
For \(i<j\) only \((p,q)=(i,j)\) contributes, with \(A=+1\). For \(i>j\) only \((p,q)=(j,i)\) contributes, with \(A=-1\), giving \(-D(ji,kl)=D(ij,kl)\). For \(i=j\) every \(A(ii,pq)\) with \(p<q\) vanishes, and \(D(ii,kl)=-D(ii,kl)\) forces \(D(ii,kl)=0\). Thus \(D=BC\) with \(B\) of size \(r^2\times M\) and \(C\) of size \(M\times r^2\), and \(\operatorname{rank}D\le\operatorname{rank}B\le M\).

For Hermitian \(D\),
\[ D(ij,lk)=\overline{D(lk,ij)}=-\overline{D(kl,ij)}=-D(ij,kl). \]
For an eigenvector, \(n\,g(ji)=(Dg)(ji)=-(Dg)(ij)=-n\,g(ij)\), and \(n\ne0\) cancels. Also \(g=D(g/n)\) lies in the range of \(D\), whose dimension is the rank, so independent occupied geminals number at most \(M\). A Hermitian matrix is unitarily diagonalisable, so its rank equals its number of nonzero eigenvalues.

If \(\psi(j,i,a)=-\psi(i,j,a)\), each term of the contraction changes sign under \(i\leftrightarrow j\), and conjugating \(D(kl,ij)\) returns \(D(ij,kl)\), so the contraction is antisymmetric in the row pair and Hermitian. Finally \(A\) is real, symmetric and antisymmetric in the row pair. For \(i<j\) and \(k<l\) the term \(\delta_{il}\delta_{jk}\) vanishes, so the block \(SAS^{T}\), with \(S\) the \(M\times r^2\) matrix that selects increasing pairs, is the \(M\times M\) identity. Hence \(\operatorname{rank}A\ge M\), and equality follows.

## Lean source

```lean
import Mathlib

open Matrix

namespace GeminalRank

variable {r : ℕ}

/-- Matrices whose rows and columns are labelled by ordered pairs of `r` orbitals. -/
abbrev PairMatrix (r : ℕ) := Matrix (Fin r × Fin r) (Fin r × Fin r) ℂ

/-- Orbital pairs `(i, j)` with `i < j`. -/
abbrev IncreasingPair (r : ℕ) := {p : Fin r × Fin r // p.1 < p.2}

/-- Antisymmetry under exchange in the row pair: `D(ji,kl) = -D(ij,kl)`. -/
def BraAntisymmetric (D : PairMatrix r) : Prop :=
  ∀ i j k l, D (j, i) (k, l) = -D (i, j) (k, l)

/-- The two-particle antisymmetrizer `δ_ik δ_jl - δ_il δ_jk`. -/
def antisymmetrizer (r : ℕ) : PairMatrix r :=
  Matrix.of fun p q => (if p.1 = q.1 ∧ p.2 = q.2 then 1 else 0)
    - (if p.1 = q.2 ∧ p.2 = q.1 then 1 else 0)

/-- The unnormalised two-particle density matrix `∑ a, ψ(i,j,a) conj ψ(k,l,a)`, where `a`
labels everything that is summed out of the amplitudes. -/
def twoRDM {κ : Type*} [Fintype κ] (ψ : Fin r → Fin r → κ → ℂ) : PairMatrix r :=
  Matrix.of fun p q => ∑ a, ψ p.1 p.2 a * star (ψ q.1 q.2 a)

/-- There are `r(r-1)/2` orbital pairs with `i < j`. -/
theorem card_increasingPair (r : ℕ) :
    Fintype.card (IncreasingPair r) = r * (r - 1) / 2 := by
  -- orbital `j` has `j` partners below it
  have h : ∀ j : Fin r, (∑ i : Fin r, if i < j then 1 else 0) = j.val := by
    intro j
    have hI : Finset.univ.filter (fun i : Fin r => i < j) = Finset.Iio j := by
      ext i
      simp
    rw [← Finset.card_filter, hI, Fin.card_Iio]
  rw [Fintype.card_subtype, Finset.card_filter, Fintype.sum_prod_type_right]
  calc _ = ∑ j : Fin r, j.val := Finset.sum_congr rfl fun j _ => h j
    _ = ∑ j ∈ Finset.range r, j := Fin.sum_univ_eq_sum_range (fun i => i) r
    _ = r * (r - 1) / 2 := Finset.sum_range_id r

/-- A `D` antisymmetric in the row pair is the product of the antisymmetrizer columns with `k < l`
and the rows of `D` with `i < j`. -/
theorem factor_through_increasing {D : PairMatrix r} (hD : BraAntisymmetric D) :
    D = (antisymmetrizer r).submatrix id (Subtype.val : IncreasingPair r → Fin r × Fin r)
      * D.submatrix (Subtype.val : IncreasingPair r → Fin r × Fin r) id := by
  ext ⟨i, j⟩ ⟨k, l⟩
  rw [Matrix.mul_apply]
  rcases lt_trichotomy i j with h | h | h
  · -- the row `(i,j)` is kept as it is
    rw [Finset.sum_eq_single (⟨(i, j), h⟩ : IncreasingPair r)]
    · simp [antisymmetrizer, h.ne, h.ne']
    · rintro ⟨⟨a, b⟩, hab⟩ _ hne
      have h1 : ¬(i = a ∧ j = b) := by
        rintro ⟨rfl, rfl⟩
        exact hne rfl
      have h2 : ¬(i = b ∧ j = a) := by
        rintro ⟨rfl, rfl⟩
        exact lt_asymm h hab
      simp [antisymmetrizer, h1, h2]
    · intro hn
      exact absurd (Finset.mem_univ _) hn
  · -- the row `(i,i)` vanishes
    subst h
    have h0 : D (i, i) (k, l) = 0 := by
      have := hD i i k l
      linear_combination (1 / 2) * this
    rw [h0]
    symm
    apply Finset.sum_eq_zero
    rintro ⟨⟨a, b⟩, hab⟩ _
    have h1 : ¬(i = a ∧ i = b) := by
      rintro ⟨rfl, rfl⟩
      exact lt_irrefl _ hab
    have h2 : ¬(i = b ∧ i = a) := fun e => h1 e.symm
    simp [antisymmetrizer, h1, h2]
  · -- the row `(i,j)` is minus the row `(j,i)`
    rw [Finset.sum_eq_single (⟨(j, i), h⟩ : IncreasingPair r)]
    · simp [antisymmetrizer, h.ne, h.ne', hD i j k l]
    · rintro ⟨⟨a, b⟩, hab⟩ _ hne
      have h1 : ¬(i = a ∧ j = b) := by
        rintro ⟨rfl, rfl⟩
        exact lt_asymm h hab
      have h2 : ¬(i = b ∧ j = a) := by
        rintro ⟨rfl, rfl⟩
        exact hne rfl
      simp [antisymmetrizer, h1, h2]
    · intro hn
      exact absurd (Finset.mem_univ _) hn

/-- A pair matrix with `D(ji,kl) = -D(ij,kl)` has rank at most `r(r-1)/2`. -/
theorem rank_le {D : PairMatrix r} (hD : BraAntisymmetric D) :
    D.rank ≤ r * (r - 1) / 2 := by
  have h := congrArg Matrix.rank (factor_through_increasing hD)
  rw [h, ← card_increasingPair]
  exact (Matrix.rank_mul_le_left _ _).trans (Matrix.rank_le_card_width _)

/-- A Hermitian matrix antisymmetric in the row pair is antisymmetric in the column pair. -/
theorem ket_antisymmetric {D : PairMatrix r} (hH : D.IsHermitian) (hD : BraAntisymmetric D)
    (i j k l : Fin r) : D (i, j) (l, k) = -D (i, j) (k, l) := by
  rw [← hH.apply (i, j) (l, k), ← hH.apply (i, j) (k, l), hD k l i j, star_neg]

/-- A natural geminal `g` with nonzero occupation `n` is antisymmetric: `g(ji) = -g(ij)`. -/
theorem geminal_antisymmetric {D : PairMatrix r} (hD : BraAntisymmetric D)
    {g : Fin r × Fin r → ℂ} {n : ℂ} (hg : D *ᵥ g = n • g) (hn : n ≠ 0) (i j : Fin r) :
    g (j, i) = -g (i, j) := by
  have h : (D *ᵥ g) (j, i) = -(D *ᵥ g) (i, j) := by
    simp only [Matrix.mulVec, dotProduct]
    rw [← Finset.sum_neg_distrib]
    apply Finset.sum_congr rfl
    rintro ⟨k, l⟩ _
    show D (j, i) (k, l) * g (k, l) = -(D (i, j) (k, l) * g (k, l))
    rw [hD i j k l, neg_mul]
  rw [hg] at h
  simp only [Pi.smul_apply, smul_eq_mul] at h
  apply mul_left_cancel₀ hn
  linear_combination h

/-- A linearly independent family of natural geminals, each with nonzero occupation, has at
most `r(r-1)/2` members. -/
theorem card_occupied_geminals_le {D : PairMatrix r} (hD : BraAntisymmetric D)
    {ι : Type*} [Fintype ι] (g : ι → Fin r × Fin r → ℂ) (n : ι → ℂ)
    (hli : LinearIndependent ℂ g) (hg : ∀ a, D *ᵥ g a = n a • g a) (hn : ∀ a, n a ≠ 0) :
    Fintype.card ι ≤ r * (r - 1) / 2 := by
  -- an occupied geminal lies in the range of `D`
  have hmem : ∀ a, g a ∈ LinearMap.range D.mulVecLin := fun a =>
    ⟨(n a)⁻¹ • g a, by
      rw [Matrix.mulVecLin_apply, Matrix.mulVec_smul, hg a, smul_smul,
        inv_mul_cancel₀ (hn a), one_smul]⟩
  have hv : LinearIndependent ℂ
      (fun a => (⟨g a, hmem a⟩ : LinearMap.range D.mulVecLin)) :=
    LinearIndependent.of_comp (LinearMap.range D.mulVecLin).subtype hli
  have hc : Fintype.card ι ≤ D.rank := by
    unfold Matrix.rank
    exact hv.fintype_card_le_finrank
  exact hc.trans (rank_le hD)

/-- A Hermitian `D` antisymmetric in the row pair has at most `r(r-1)/2` nonzero occupation numbers,
counted with multiplicity. -/
theorem card_nonzero_occupations_le {D : PairMatrix r} (hH : D.IsHermitian)
    (hD : BraAntisymmetric D) :
    Fintype.card {p // hH.eigenvalues p ≠ 0} ≤ r * (r - 1) / 2 := by
  have h := rank_le hD
  rw [hH.rank_eq_card_non_zero_eigs] at h
  convert h

/-- For amplitudes antisymmetric in the two orbital labels, the two-particle density matrix is
Hermitian, antisymmetric in the row pair and of rank at most `r(r-1)/2`. -/
theorem twoRDM_rank_le {κ : Type*} [Fintype κ] (ψ : Fin r → Fin r → κ → ℂ)
    (hψ : ∀ i j a, ψ j i a = -ψ i j a) :
    (twoRDM ψ).IsHermitian ∧ BraAntisymmetric (twoRDM ψ) ∧
      (twoRDM ψ).rank ≤ r * (r - 1) / 2 := by
  have hA : BraAntisymmetric (twoRDM ψ) := by
    intro i j k l
    simp only [twoRDM, Matrix.of_apply]
    rw [← Finset.sum_neg_distrib]
    exact Finset.sum_congr rfl fun a _ => by rw [hψ i j a, neg_mul]
  refine ⟨?_, hA, rank_le hA⟩
  show (twoRDM ψ)ᴴ = twoRDM ψ
  ext p q
  simp only [Matrix.conjTranspose_apply, twoRDM, Matrix.of_apply, star_sum, star_mul',
    star_star]
  exact Finset.sum_congr rfl fun a _ => mul_comm _ _

/-- The antisymmetrizer is Hermitian, antisymmetric in the row pair and has rank exactly `r(r-1)/2`.
-/
theorem antisymmetrizer_witness (r : ℕ) :
    (antisymmetrizer r).IsHermitian ∧ BraAntisymmetric (antisymmetrizer r) ∧
      (antisymmetrizer r).rank = r * (r - 1) / 2 := by
  have hA : BraAntisymmetric (antisymmetrizer r) := by
    intro i j k l
    have e1 : (j = k ∧ i = l) ↔ (i = l ∧ j = k) := and_comm
    have e2 : (j = l ∧ i = k) ↔ (i = k ∧ j = l) := and_comm
    simp only [antisymmetrizer, Matrix.of_apply, e1, e2]
    split_ifs <;> simp
  refine ⟨?_, hA, le_antisymm (rank_le hA) ?_⟩
  · show (antisymmetrizer r)ᴴ = antisymmetrizer r
    ext ⟨i, j⟩ ⟨k, l⟩
    have e1 : (k = i ∧ l = j) ↔ (i = k ∧ j = l) := by
      constructor <;> rintro ⟨rfl, rfl⟩ <;> exact ⟨rfl, rfl⟩
    have e2 : (k = j ∧ l = i) ↔ (i = l ∧ j = k) := by
      constructor <;> rintro ⟨rfl, rfl⟩ <;> exact ⟨rfl, rfl⟩
    simp only [Matrix.conjTranspose_apply, antisymmetrizer, Matrix.of_apply, e1, e2]
    split_ifs <;> simp
  · -- the block on increasing pairs is the identity
    let v : IncreasingPair r → Fin r × Fin r := Subtype.val
    have hsub : (1 : PairMatrix r).submatrix v id * antisymmetrizer r
        * (1 : PairMatrix r).submatrix id v = (antisymmetrizer r).submatrix v v := by
      ext p q
      simp [Matrix.mul_apply, Matrix.one_apply]
    have hone : (antisymmetrizer r).submatrix v v = 1 := by
      ext ⟨⟨a, b⟩, hab⟩ ⟨⟨c, d⟩, hcd⟩
      have h2 : ¬(a = d ∧ b = c) := by
        rintro ⟨rfl, rfl⟩
        exact lt_asymm hab hcd
      by_cases h1 : a = c ∧ b = d
      · obtain ⟨rfl, rfl⟩ := h1
        simp [v, antisymmetrizer, h2]
      · simp [v, antisymmetrizer, h1, h2]
    rw [← card_increasingPair, ← Matrix.rank_one (R := ℂ), ← hone, ← hsub]
    exact (Matrix.rank_mul_le_left _ _).trans (Matrix.rank_mul_le_right _ _)

end GeminalRank
```

```lean
#print axioms GeminalRank.geminal_antisymmetric
#print axioms GeminalRank.card_occupied_geminals_le
#print axioms GeminalRank.card_nonzero_occupations_le
#print axioms GeminalRank.twoRDM_rank_le
```

```
'GeminalRank.geminal_antisymmetric' depends on axioms: [propext, Classical.choice, Quot.sound]
'GeminalRank.card_occupied_geminals_le' depends on axioms: [propext, Classical.choice, Quot.sound]
'GeminalRank.card_nonzero_occupations_le' depends on axioms: [propext, Classical.choice, Quot.sound]
'GeminalRank.twoRDM_rank_le' depends on axioms: [propext, Classical.choice, Quot.sound]
```

## From the lemmas to the algebra

`card_increasingPair` is the count, with `Fin.card_Iio` giving the \(j\) partners and `Finset.sum_range_id` the sum; `r * (r - 1) / 2` is natural-number arithmetic, exact because \(r(r-1)\) is even. `factor_through_increasing` splits by `lt_trichotomy` into the three cases: `Finset.sum_eq_single` picks out the surviving pair, and `linear_combination (1 / 2) * this` gives the vanishing row \((i,i)\). `rank_le` chains `Matrix.rank_mul_le_left` with `Matrix.rank_le_card_width`.

`ket_antisymmetric` is the conjugation chain, and `geminal_antisymmetric` cancels \(n\) by `mul_left_cancel₀`. In `card_occupied_geminals_le`, `hmem` exhibits the preimage \(g/n\) and `fintype_card_le_finrank` bounds the family by the dimension of the range. `card_nonzero_occupations_le` counts the labels `p` with `hH.eigenvalues p ≠ 0` through `rank_eq_card_non_zero_eigs`. `twoRDM_rank_le` works term by term in \(a\). In `antisymmetrizer_witness`, `hsub` writes the block as \(SAS^{T}\) and `hone` shows that it is the identity.

## Limits for real density matrices

Antisymmetry is a hypothesis on \(D\) or on \(\psi\); no second-quantised operators or \(N\)-particle states are constructed. The condition refers to spin orbitals, and a spin-summed density matrix over spatial orbitals does not in general satisfy it. The bound is a necessary condition for \(N\)-representability and a weak one: positivity, the trace and the size of the occupations are not addressed. Sharpness is proved within Hermitian matrices antisymmetric in the row pair. Electrons reach the bound too: for \(r\ge2\), \(A\) is the density matrix, in the convention with trace \(N(N-1)\), of the determinant that fills all \(r\) spin orbitals, so that \(N=r\); the file does not prove this. The rank is exact, so for a noisy or rounded \(D\) the theorems give no tolerance below which an eigenvalue counts as zero.
